# Effective normal permittivity of a two-component laminate with one negative permittivity

A laminate has layers of real permittivity `-m` (weight `f`) and `e` (weight `1 - f`), with `m` and `e` positive and `f` any real number, not restricted to lie between 0 and 1. A real number `s` is its effective normal permittivity if, whenever both layers carry the same normal displacement, that displacement is `s` times the weighted average of their fields. The theorem says that this holds exactly when `f * e ≠ (1 - f) * m` and `s = -(m * e) / (f * e - (1 - f) * m)`; when `f * e = (1 - f) * m`, no such `s` exists. For the forward direction the proof tests the definition with displacement `m * e` and fields `-e` and `m`, then solves for `s`; for the converse it clears the denominator, multiplies the desired equation by the nonzero `m * e`, and combines the hypotheses linearly.

The first attempt, which Lean rejects:

```lean
import Mathlib

namespace NormalIff

/-- `s` is the effective normal permittivity of a laminate with layer permittivities `a`
(fraction `f`) and `b`: a common normal displacement `D` is `s` times the averaged field. -/
def IsNormalPermittivity (f a b s : ℝ) : Prop :=
  ∀ D E₁ E₂ : ℝ, D = a * E₁ → D = b * E₂ → D = s * (f * E₁ + (1 - f) * E₂)

/-- For `m, e > 0`, a number `s` is the effective normal permittivity exactly when
`f e ≠ (1 - f) m` and `s = -m e / (f e - (1 - f) m)`. -/
theorem normal_iff {f m e s : ℝ} (hm : 0 < m) (he : 0 < e) :
    IsNormalPermittivity f (-m) e s ↔
      f * e ≠ (1 - f) * m ∧ s = -(m * e) / (f * e - (1 - f) * m) := by
  have hme : 0 < m * e := mul_pos hm he
  constructor
  · intro h
    -- probe the laminate with the displacement `m e`
    have h1 := h (m * e) (-e) m (by ring) (by ring)
    have hsd : s * (f * e - (1 - f) * m) = -(m * e) := by linear_combination -h1
    have hne : f * e ≠ (1 - f) * m := by
      intro h0
      rw [h0, sub_self, mul_zero] at hsd
      linarith
    exact ⟨hne, (eq_div_iff (sub_ne_zero.2 hne)).2 hsd⟩
  · rintro ⟨hne, hs⟩ D E₁ E₂ h1 h2
    have hsd := (eq_div_iff (sub_ne_zero.2 hne)).1 hs
    apply mul_left_cancel₀ hme.ne'
    linear_combination D * hsd - s * f * e * h1 + s * (1 - f) * m * h2

end NormalIff
```

Compiling this gives:

```
Main.lean:20:58: error: ring failed, ring expressions not equal
f m e s : ℝ
hm : 0 < m
he : 0 < e
hme : 0 < m * e
h : IsNormalPermittivity f (-m) e s
h1 : m * e = s * (f * -e + (1 - f) * m)
⊢ s * f * e * 2 + s * f * m * 2 - s * m * 2 + e * m * 2 = 0
```

Cause. The error is a wrong sign in the coefficient given to `linear_combination`. This tactic subtracts the stated combination of hypotheses from the goal, left side minus right side in each, and asks `ring` to show that the result is zero.

For the goal `hsd`, left minus right is `s * (f * e - (1 - f) * m) + m * e`. For `h1` it is `m * e - s * (f * -e + (1 - f) * m)`, which expands to the same expression. The goal is therefore `h1` with coefficient 1, its terms merely rearranged. With `-h1` the two expressions add instead of cancelling, and what remains is twice that expression, which is why every term in the reported goal carries a factor 2. That remainder is not identically zero as a polynomial, so `ring` fails.

Replacing `-h1` by `h1` makes the difference vanish identically, and `ring` closes the goal.

The change, after which it compiles:

```diff
@@ -18,5 +18,5 @@
     -- probe the laminate with the displacement `m e`
     have h1 := h (m * e) (-e) m (by ring) (by ring)
-    have hsd : s * (f * e - (1 - f) * m) = -(m * e) := by linear_combination -h1
+    have hsd : s * (f * e - (1 - f) * m) = -(m * e) := by linear_combination h1
     have hne : f * e ≠ (1 - f) * m := by
       intro h0
```
